# For t > 1, downward recursion of xₙ₊₂ = 2t xₙ₊₁ − xₙ, normalised at index 0, converges to the decaying solution at each fixed index as the cutoff grows

The theorem `backward_converges` concerns the recurrence xₙ₊₂ = 2t xₙ₊₁ − xₙ with constant real t > 1, whose decaying solution, equal to 1 at index 0, is λ⁻ⁿ with λ = t + √(t² − 1). Downward recursion starts with 0 at the cutoff n + k and 1 just below it, and the value reached at index n is divided by the one reached at index 0. The theorem says that, in exact real arithmetic and at fixed n, the relative error of this estimate against λ⁻ⁿ tends to zero as k → ∞. The proof takes the closed form of the error, −(λ²ⁿ − 1)/(λ²⁽ⁿ⁺ᵏ⁾ − 1), valid when n + k > 0, and sets out to show that its denominator tends to infinity while its numerator stays fixed.

As first written in Lean, the proof fails:

```lean
import Mathlib

open Filter Topology

namespace CouplingRecurrenceStability

noncomputable section

/-- The growth factor `λ = t + √(t² - 1)` of the three-term recurrence. -/
def growth (t : ℝ) : ℝ := t + Real.sqrt (t ^ 2 - 1)

/-- The recursion `x (n+2) = 2 t x (n+1) - x n`, run from the starting values `a` and `b`. -/
def run (t a b : ℝ) : ℕ → ℝ
  | 0 => a
  | 1 => b
  | n + 2 => 2 * t * run t a b (n + 1) - run t a b n

/-- The relative error of a computed value `v` against the minimal solution `λ⁻ⁿ`. -/
def relError (t : ℝ) (n : ℕ) (v : ℝ) : ℝ :=
  (v - (growth t ^ n)⁻¹) / (growth t ^ n)⁻¹

/-- The downward-recursion estimate at index `n`: start with `0` at the cutoff `n + k` and `1` just
below it, recur down, and divide by the value reached at index `0`. -/
def backward (t : ℝ) (n k : ℕ) : ℝ := run t 0 1 k / run t 0 1 (n + k)

/-- For `t > 1` the growth factor exceeds one, and it and its inverse add up to `2 t`. -/
theorem growth_spec {t : ℝ} (ht : 1 < t) :
    1 < growth t ∧ growth t + (growth t)⁻¹ = 2 * t := by
  have hs : Real.sqrt (t ^ 2 - 1) * Real.sqrt (t ^ 2 - 1) = t ^ 2 - 1 :=
    Real.mul_self_sqrt (by nlinarith)
  have h0 := Real.sqrt_nonneg (t ^ 2 - 1)
  have hinv : (growth t)⁻¹ = t - Real.sqrt (t ^ 2 - 1) := by
    apply inv_eq_of_mul_eq_one_right
    unfold growth
    linear_combination -hs
  refine ⟨by unfold growth; linarith, ?_⟩
  rw [hinv]
  unfold growth
  ring

/-- For `t > 1`, if the amplitudes `A` and `B` reproduce the two starting values, then the run
equals `A λⁿ + B λ⁻ⁿ` at every index `n`. -/
theorem run_modes {t : ℝ} (ht : 1 < t) {a b A B : ℝ} (h0 : a = A + B)
    (h1 : b = A * growth t + B * (growth t)⁻¹) (n : ℕ) :
    run t a b n = A * growth t ^ n + B * (growth t)⁻¹ ^ n := by
  obtain ⟨hL, hs⟩ := growth_spec ht
  have hp : growth t * (growth t)⁻¹ = 1 := mul_inv_cancel₀ (by linarith)
  generalize (growth t)⁻¹ = u at *
  generalize growth t = L at *
  -- two consecutive values are carried through the induction
  have key : ∀ m : ℕ, run t a b m = A * L ^ m + B * u ^ m ∧
      run t a b (m + 1) = A * L ^ (m + 1) + B * u ^ (m + 1) := by
    intro m
    induction m with
    | zero => exact ⟨by simpa [run] using h0, by simpa [run] using h1⟩
    | succ m ih =>
      obtain ⟨i1, i2⟩ := ih
      refine ⟨i2, ?_⟩
      have hr : run t a b (m + 1 + 1) = 2 * t * run t a b (m + 1) - run t a b m := rfl
      linear_combination hr + 2 * t * i2 - i1 - (A * L ^ (m + 1) + B * u ^ (m + 1)) * hs
        + (A * L ^ m + B * u ^ m) * hp
  exact (key n).1

/-- The growth factor differs from its inverse when `t > 1`. -/
theorem growth_sub_inv_ne_zero {t : ℝ} (ht : 1 < t) : growth t - (growth t)⁻¹ ≠ 0 := by
  have hL := (growth_spec ht).1
  have := inv_lt_one_of_one_lt₀ hL
  exact (by linarith : 0 < growth t - (growth t)⁻¹).ne'

/-- Downward recursion from the cutoff `n + k` has relative error
`-(λ^(2n) - 1) / (λ^(2(n+k)) - 1)` at index `n`. -/
theorem backward_relError {t : ℝ} (ht : 1 < t) {n k : ℕ} (hnk : 0 < n + k) :
    relError t n (backward t n k) =
      -((growth t ^ (2 * n) - 1) / (growth t ^ (2 * (n + k)) - 1)) := by
  have hL := (growth_spec ht).1
  have hd := growth_sub_inv_ne_zero ht
  have hrun : ∀ m : ℕ, run t 0 1 m =
      (growth t - (growth t)⁻¹)⁻¹ * (growth t ^ m - (growth t ^ m)⁻¹) := by
    intro m
    have hA := inv_mul_cancel₀ hd
    rw [run_modes ht (A := (growth t - (growth t)⁻¹)⁻¹)
      (B := -(growth t - (growth t)⁻¹)⁻¹) (by ring) (by linear_combination -hA) m, inv_pow]
    ring
  have hbig : 1 < growth t ^ (n + k) := one_lt_pow₀ hL (by omega)
  have hp : growth t ^ n ≠ 0 := pow_ne_zero _ (by linarith)
  have hr : growth t ^ k ≠ 0 := pow_ne_zero _ (by linarith)
  have e1 : growth t ^ (2 * n) = (growth t ^ n) ^ 2 := by ring
  have e2 : growth t ^ (2 * (n + k)) = (growth t ^ n) ^ 2 * (growth t ^ k) ^ 2 := by ring
  unfold relError backward
  -- the common normalisation of the downward run cancels
  rw [hrun k, hrun (n + k), mul_div_mul_left _ _ (inv_ne_zero hd), e1, e2]
  rw [pow_add] at hbig ⊢
  generalize growth t ^ n = p at *
  generalize growth t ^ k = r at *
  have hD : p ^ 2 * r ^ 2 - 1 ≠ 0 := by
    have : 0 < p ^ 2 * r ^ 2 - 1 := by nlinarith
    exact this.ne'
  have hE : p * r - (p * r)⁻¹ ≠ 0 := by
    have := inv_lt_one_of_one_lt₀ hbig
    exact (by linarith : 0 < p * r - (p * r)⁻¹).ne'
  have hquot : (r - r⁻¹) / (p * r - (p * r)⁻¹) = p * (r ^ 2 - 1) / (p ^ 2 * r ^ 2 - 1) := by
    rw [div_eq_div_iff hE hD]
    field_simp
  rw [hquot, div_inv_eq_mul, sub_mul, inv_mul_cancel₀ hp]
  field_simp
  ring

/-- At every fixed index the relative error of downward recursion tends to zero as the
cutoff is raised. -/
theorem backward_converges {t : ℝ} (ht : 1 < t) (n : ℕ) :
    Tendsto (fun k : ℕ => relError t n (backward t n k)) atTop (𝓝 0) := by
  have hL := (growth_spec ht).1
  have hidx : Tendsto (fun k : ℕ => 2 * (n + k)) atTop atTop :=
    tendsto_atTop_mono (fun k => by show k ≤ 2 * (n + k); omega) tendsto_id
  have hT : Tendsto (fun k : ℕ => growth t ^ (2 * (n + k)) - 1) atTop atTop := by
    simpa only [sub_eq_add_neg] using tendsto_atTop_add_const_right atTop (-1 : ℝ)
      ((tendsto_pow_atTop_atTop_of_one_lt hL).comp hidx)
  have h := (hT.const_div_atTop (growth t ^ (2 * n) - 1)).neg
  rw [neg_zero] at h
  refine h.congr' ?_
  filter_upwards [eventually_ge_atTop 1] with k hk
  exact (backward_relError ht (by omega)).symm

end

end CouplingRecurrenceStability
```

The compiler's answer:

```
Main.lean:116:4: error: Type mismatch: After simplification, term
  tendsto_atTop_add_const_right atTop (-1) (Tendsto.comp (tendsto_pow_atTop_atTop_of_one_lt hL) hidx)
 has type
  @Tendsto ℕ ℝ (fun x => ((fun n => growth t ^ n) ∘ fun k => 2 * (n + k)) x + -1) atTop atTop
but is expected to have type
  @Tendsto ℕ ℝ (fun k => growth t ^ (2 * (n + k)) + -1) atTop atTop
```

Diagnosis. The error is in the step `hT`, which says that the denominator tends to infinity. The supplied term has the right mathematical content, but `Tendsto.comp` states its result with a composition: the message shows `((fun n => growth t ^ n) ∘ fun k => 2 * (n + k)) x + -1`, where the goal has `growth t ^ (2 * (n + k)) + -1`.

The call `simpa only [sub_eq_add_neg]` was given just one lemma, which turns the goal's subtraction into the addition of `-1`. Nothing in that list unfolds `∘`, and the final comparison in `simpa` did not unfold it either, so two expressions that are equal by definition were reported as a type mismatch.

The repair adds `Function.comp_apply`, which rewrites `(f ∘ g) x` as `f (g x)`. With the functions then applied to their arguments, the power appears as `growth t ^ (2 * (n + k))` and the two sides agree. The new line breaks and indentation are mere tidying.

Lean accepts the file once it reads:

```diff
@@ -114,6 +114,7 @@
     tendsto_atTop_mono (fun k => by show k ≤ 2 * (n + k); omega) tendsto_id
   have hT : Tendsto (fun k : ℕ => growth t ^ (2 * (n + k)) - 1) atTop atTop := by
-    simpa only [sub_eq_add_neg] using tendsto_atTop_add_const_right atTop (-1 : ℝ)
-      ((tendsto_pow_atTop_atTop_of_one_lt hL).comp hidx)
+    simpa only [sub_eq_add_neg, Function.comp_apply] using
+      tendsto_atTop_add_const_right atTop (-1 : ℝ)
+        ((tendsto_pow_atTop_atTop_of_one_lt hL).comp hidx)
   have h := (hT.const_div_atTop (growth t ^ (2 * n) - 1)).neg
   rw [neg_zero] at h
```
